# The upper bound √(1+x²) − x on amplitude transfer in a two-amplitude relaxation model

In a pair of weakly coupled spins, the coupling can turn magnetisation of one spin into two-spin order, the intermediate through which polarisation passes to the other spin. The coupling acts only on the transverse part of the magnetisation, and in the model below only what is transverse relaxes. Radio-frequency pulses decide how much is transverse at each moment, so they control transfer and loss together. How much can be transferred if the pulses are chosen freely?

Let $r(t)$ be the amplitude of the initial magnetisation and $s(t)$ that of the two-spin order. The controls $u(t)$ and $v(t)$ are the fractions of $r$ and $s$ held transverse. With time measured in units set by the coupling, and $x$ the transverse relaxation rate divided by the coupling rate ($\pi J$ for a scalar coupling constant $J$ in hertz),

$$r' = -x u^2 r - uv\,s, \qquad s' = uv\,r - x v^2 s .$$

For $x \ge 0$ and $s(0)=0$, the result is $|s(t)| \le \eta\,|r(0)|$ with $\eta = \sqrt{1+x^2}-x$. In this model, which has no longitudinal or cross-correlated relaxation, $\eta$ is a ceiling against which a numerically optimised pulse can be compared.

```lean
import Mathlib

open Real Set

namespace RelaxationOptimizedTransfer

noncomputable section
```

## The efficiency and the equations of motion

The number $\eta$ is called `efficiency x`.

```lean
/-- The transfer efficiency `√(1 + x²) - x` at relative relaxation rate `x`. -/
def efficiency (x : ℝ) : ℝ := √(1 + x ^ 2) - x
```

The two equations are assumed, not derived from a master equation. `IsTransfer x T u v r s` says that they hold at every $t\in[0,T]$. All four functions are real functions on the whole line, and `HasDerivAt` is a two-sided derivative, also at $0$ and $T$. The controls need not be continuous or bounded, but $r$ and $s$ must be differentiable everywhere on the interval, so a trajectory with a kink, which an idealised instantaneous pulse can cause by making a control jump, is not covered.

```lean
/-- On the time interval `[0, T]` the amplitudes `r` and `s` obey the relaxation equations
`r' = -x u² r - u v s` and `s' = u v r - x v² s` with controls `u` and `v`. -/
def IsTransfer (x T : ℝ) (u v r s : ℝ → ℝ) : Prop :=
  ∀ t ∈ Icc 0 T,
    HasDerivAt r (-x * u t ^ 2 * r t - u t * v t * s t) t ∧
    HasDerivAt s (u t * v t * r t - x * v t ^ 2 * s t) t
```

The argument follows a weighted sum of squares, $W = \eta^2 r^2 + s^2$.

```lean
/-- The figure of merit `η² r² + s²`, with `η` the transfer efficiency. -/
def merit (x : ℝ) (r s : ℝ → ℝ) (t : ℝ) : ℝ := efficiency x ^ 2 * r t ^ 2 + s t ^ 2
```

Since $1+x^2 > x^2$, the root exceeds $x$, and $\eta>0$.

```lean
/-- The transfer efficiency is positive. -/
theorem efficiency_pos (x : ℝ) : 0 < efficiency x := by
  have h : x < √(1 + x ^ 2) := Real.lt_sqrt_of_sq_lt (by linarith)
  unfold efficiency
  linarith
```

From $\eta + x = \sqrt{1+x^2}$, squaring gives $\eta^2 + 2x\eta + x^2 = 1 + x^2$, hence

$$\eta^2 + 2x\eta = 1 .$$

```lean
/-- The transfer efficiency `η` solves the quadratic equation `η² + 2 x η = 1`. -/
theorem efficiency_quadratic (x : ℝ) : efficiency x ^ 2 + 2 * x * efficiency x = 1 := by
  have h : √(1 + x ^ 2) ^ 2 = 1 + x ^ 2 := Real.sq_sqrt (by positivity)
  unfold efficiency
  linear_combination h
```

## A weighted sum of squares that never grows

Differentiating $W$ uses $(f^2)' = 2ff'$, stated once for both amplitudes.

```lean
private lemma hasDerivAt_sq {f : ℝ → ℝ} {f' t : ℝ} (h : HasDerivAt f f' t) :
    HasDerivAt (fun τ => f τ ^ 2) (2 * f t * f') t :=
  (h.fun_pow 2).congr_deriv (by norm_num)
```

Inserting the equations of motion,

$$W' = 2\eta^2 r r' + 2 s s' = -2x\eta^2u^2r^2 + 2(1-\eta^2)\,uv\,rs - 2x v^2 s^2 .$$

The quadratic equation replaces $1-\eta^2$ by $2x\eta$, and the three terms form a square:

$$W' = -2x\,(\eta u r - v s)^2 .$$

In the code, `linear_combination` makes this replacement by adding the quadratic equation multiplied by $-2uvrs$.

```lean
/-- Along a trajectory the figure of merit changes at the rate `-2 x (η u r - v s)²`. -/
theorem merit_hasDerivAt {x T t : ℝ} {u v r s : ℝ → ℝ} (h : IsTransfer x T u v r s)
    (ht : t ∈ Icc 0 T) :
    HasDerivAt (merit x r s)
      (-2 * x * (efficiency x * u t * r t - v t * s t) ^ 2) t := by
  obtain ⟨hr, hs⟩ := h t ht
  have hW := ((hasDerivAt_sq hr).const_mul (efficiency x ^ 2)).fun_add (hasDerivAt_sq hs)
  -- the quadratic equation for the efficiency completes the square
  exact hW.congr_deriv (by
    linear_combination (-2 * u t * v t * r t * s t) * efficiency_quadratic x)
```

For $x\ge 0$ this rate is never positive, so $W$ is non-increasing on $[0,T]$. Mathlib's criterion asks for continuity on the interval and a non-positive derivative in its interior; the previous formula supplies both.

```lean
/-- For a nonnegative relaxation rate the figure of merit never increases along a trajectory on `[0,
T]`. -/
theorem merit_antitone {x T : ℝ} {u v r s : ℝ → ℝ} (hx : 0 ≤ x)
    (h : IsTransfer x T u v r s) : AntitoneOn (merit x r s) (Icc 0 T) := by
  apply antitoneOn_of_deriv_nonpos (convex_Icc 0 T)
  · exact fun t ht => (merit_hasDerivAt h ht).continuousAt.continuousWithinAt
  · exact fun t ht =>
      (merit_hasDerivAt h (interior_subset ht)).differentiableAt.differentiableWithinAt
  · intro t ht
    rw [(merit_hasDerivAt h (interior_subset ht)).deriv]
    have := mul_nonneg hx (sq_nonneg (efficiency x * u t * r t - v t * s t))
    linarith
```

Comparing time $t$ with time $0$, where $s(0)=0$,

$$s(t)^2 \le W(t) \le W(0) = \eta^2 r(0)^2 .$$

Taking square roots gives the bound. As $T$ is arbitrary, a trajectory defined for all $t\ge0$ obeys it at all those times.

```lean
/-- For `x ≥ 0` and a trajectory with `s 0 = 0`, whatever the controls, `|s t|` is at most `√(1 +
x²) - x` times `|r 0|`. -/
theorem transfer_bound {x T t : ℝ} {u v r s : ℝ → ℝ} (hx : 0 ≤ x)
    (h : IsTransfer x T u v r s) (h0 : s 0 = 0) (ht : t ∈ Icc 0 T) :
    |s t| ≤ (√(1 + x ^ 2) - x) * |r 0| := by
  have hW := merit_antitone hx h ⟨le_rfl, ht.1.trans ht.2⟩ ht ht.1
  simp only [merit, h0] at hW
  have hsq : s t ^ 2 ≤ (efficiency x * r 0) ^ 2 := by
    nlinarith [sq_nonneg (efficiency x * r t)]
  have habs := sq_le_sq.mp hsq
  rw [abs_mul, abs_of_pos (efficiency_pos x)] at habs
  exact habs
```

For $x = 3/4$ the root is $5/4$ and $\eta = 1/2$, so at most half of the initial amplitude is transferred. Keeping both amplitudes fully transverse, $u=v=1$, gives $s = e^{-xt}\sin t$ from $r(0)=1$. Its maximum lies at $\tan t = 4/3$, where $t\approx 0.927$ and $s \approx 0.80\times 0.499 \approx 0.40$.

The return transfer has the same ceiling. For $r^2+\eta^2 s^2$ the same calculation gives the rate $-2x(ur+\eta vs)^2$, so for $x\ge0$ a trajectory with $r(0)=0$ satisfies $|r(t)|\le\eta\,|s(0)|$.

## What reaching the bound requires

Suppose $x>0$, $s(0)=0$ and $|s(t)| = \eta|r(0)|$ at some time $t$. Then $W(t)\ge s(t)^2 = W(0)$. Since $W$ cannot grow, it is constant on $[0,t]$, and its derivative vanishes at every $\tau$ with $0<\tau<t$. Because $x\neq0$, the square must vanish:

$$\eta\,u(\tau)\,r(\tau) = v(\tau)\,s(\tau).$$

The proof shows that $W$ equals a constant near $\tau$ (`hconst`) and then uses uniqueness of the derivative.

```lean
/-- If `s 0 = 0` and the bound is reached at time `t` with `x > 0`, the controls satisfy `η u r = v
s` at every earlier positive time. -/
theorem optimal_control_law {x T t τ : ℝ} {u v r s : ℝ → ℝ} (hx : 0 < x)
    (h : IsTransfer x T u v r s) (h0 : s 0 = 0) (ht : t ∈ Icc 0 T)
    (heq : |s t| = efficiency x * |r 0|) (hτ : τ ∈ Ioo 0 t) :
    efficiency x * u τ * r τ = v τ * s τ := by
  have hanti := merit_antitone hx.le h
  have hsq : s t ^ 2 = efficiency x ^ 2 * r 0 ^ 2 := by
    rw [← sq_abs (s t), heq, mul_pow, sq_abs]
  have hend : merit x r s 0 ≤ merit x r s t := by
    simp only [merit, h0]
    nlinarith [sq_nonneg (efficiency x * r t)]
  -- the figure of merit is constant up to time t, so its rate of change vanishes
  have hconst : merit x r s =ᶠ[nhds τ] fun _ => merit x r s 0 := by
    filter_upwards [Ioo_mem_nhds hτ.1 hτ.2] with y hy
    have hyT : y ∈ Icc 0 T := ⟨hy.1.le, hy.2.le.trans ht.2⟩
    exact le_antisymm (hanti ⟨le_rfl, ht.1.trans ht.2⟩ hyT hy.1.le)
      (hend.trans (hanti hyT ht hy.2.le))
  have hd := (merit_hasDerivAt h ⟨hτ.1.le, hτ.2.le.trans ht.2⟩).unique
    ((hasDerivAt_const τ (merit x r s 0)).congr_of_eventuallyEq hconst)
  have hz : (efficiency x * u τ * r τ - v τ * s τ) ^ 2 = 0 :=
    (mul_eq_zero.mp hd).resolve_left (by linarith [hx] |> fun (h : -2 * x < 0) => h.ne)
  exact sub_eq_zero.mp (pow_eq_zero_iff (two_ne_zero)|>.mp hz)
```

This law rules out equality when $v$ is bounded and $r(0)\ne0$. Multiplying it by $v/\eta$ gives $uvr = v^2 s/\eta$, and the quadratic equation gives $1/\eta = \eta + 2x$. Therefore

$$(s^2)' = 2s(uvr - xv^2s) = 2(x+\eta)\,v^2 s^2 .$$

If $|v|\le M$, set $K = 2M^2(x+\eta)$. Then

$$\left(s^2e^{-K\tau}\right)' = \left(2(x+\eta)v^2 - K\right)s^2e^{-K\tau} \le 0 .$$

The function $s^2e^{-K\tau}$ starts at zero, is never negative and cannot grow, so $s(t)=0$. This contradicts $|s(t)|=\eta|r(0)|>0$ when $r(0)\ne0$. In the code, `hrate` is the formula for $(s^2)'$ and `hanti` the exponential comparison.

A fraction held transverse satisfies $|v|\le1$, so in this model, with $x>0$, $s(0)=0$ and $r(0)\ne0$, every trajectory covered by `IsTransfer` with such a control stays strictly below the ceiling. The theorem does not say how closely it can approach. The condition $x>0$ matters: without relaxation, $u=v=1$ rotates $r$ fully into $s$.

```lean
/-- With relaxation present, `s 0 = 0`, a nonzero initial amplitude `r 0` and a bounded control `v`,
the transferred amplitude stays strictly below the bound. -/
theorem transfer_bound_strict {x T t M : ℝ} {u v r s : ℝ → ℝ} (hx : 0 < x)
    (h : IsTransfer x T u v r s) (h0 : s 0 = 0) (hr0 : r 0 ≠ 0)
    (hM : ∀ τ ∈ Icc 0 T, |v τ| ≤ M) (ht : t ∈ Icc 0 T) :
    |s t| < (√(1 + x ^ 2) - x) * |r 0| := by
  refine lt_of_le_of_ne (transfer_bound hx.le h h0 ht) fun heq => ?_
  have hη := efficiency_pos x
  let K : ℝ := 2 * M ^ 2 * (x + efficiency x)
  have hG : ∀ τ ∈ Icc 0 t, HasDerivAt (fun y => s y ^ 2 * Real.exp (-K * y))
      (2 * s τ * (u τ * v τ * r τ - x * v τ ^ 2 * s τ) * Real.exp (-K * τ)
        + s τ ^ 2 * (Real.exp (-K * τ) * (-K * 1))) τ := fun τ hτ =>
    (hasDerivAt_sq (h τ ⟨hτ.1, hτ.2.trans ht.2⟩).2).fun_mul
      ((hasDerivAt_id' τ).const_mul (-K)).exp
  -- under the optimal law s² grows at most exponentially, so it cannot leave zero
  have hanti : AntitoneOn (fun y => s y ^ 2 * Real.exp (-K * y)) (Icc 0 t) := by
    apply antitoneOn_of_deriv_nonpos (convex_Icc 0 t)
    · exact fun τ hτ => (hG τ hτ).continuousAt.continuousWithinAt
    · exact fun τ hτ => (hG τ (interior_subset hτ)).differentiableAt.differentiableWithinAt
    · intro τ hτ
      rw [(hG τ (interior_subset hτ)).deriv]
      rw [interior_Icc] at hτ
      have law := optimal_control_law hx h h0 ht heq hτ
      have hrate : 2 * s τ * (u τ * v τ * r τ - x * v τ ^ 2 * s τ)
          = 2 * (x + efficiency x) * s τ ^ 2 * v τ ^ 2 := by
        apply mul_left_cancel₀ hη.ne'
        linear_combination (2 * v τ * s τ) * law
          - 2 * v τ ^ 2 * s τ ^ 2 * efficiency_quadratic x
      have hv := abs_le.mp (hM τ ⟨hτ.1.le, hτ.2.le.trans ht.2⟩)
      have hle := mul_le_mul_of_nonneg_left (sq_le_sq' hv.1 hv.2)
        (show 0 ≤ 2 * (x + efficiency x) * s τ ^ 2 by positivity)
      have hE := mul_nonneg (Real.exp_pos (-K * τ)).le (sub_nonneg.mpr hle)
      rw [hrate]
      have hK : K = 2 * M ^ 2 * (x + efficiency x) := rfl
      linear_combination hE + s τ ^ 2 * Real.exp (-K * τ) * (-hK)
  have hfin := hanti ⟨le_rfl, ht.1⟩ ⟨ht.1, le_rfl⟩ ht.1
  simp only [h0] at hfin
  have hs : s t = 0 := by
    by_contra hne
    have : 0 < s t ^ 2 * Real.exp (-K * t) := by positivity
    linarith
  rw [hs, abs_zero] at heq
  exact (mul_pos hη (abs_pos.mpr hr0)).ne heq
```

## Unbounded controls that reach the bound

For $x\ge0$, when $u$ and $v$ may be any real functions, the constant $\eta$ in the bound is the best possible. Consider the path

$$r = \cos\theta, \qquad s = \eta\sin\theta,$$

with $\theta$ rising from $0$ to $\pi/2$ in unit time. For $x>0$ the rate $\theta'$ must vanish at both ends. At $t=0$ the equation for $r$ forces $u=0$, and then $s'=0$; at $t=1$ the equation for $s$ forces $v=0$, and then $r'=0$. A cubic step has this property:

$$\theta(t) = \frac{\pi}{2}\,t^2(3-2t).$$

```lean
/-- The mixing angle `(π/2) t² (3 - 2t)`. -/
def mixAngle (t : ℝ) : ℝ := π / 2 * (t ^ 2 * (3 - 2 * t))
```

Its derivative is $\theta' = 3\pi t(1-t)$.

```lean
/-- The angular rate `3 π t (1 - t)`. -/
def mixRate (t : ℝ) : ℝ := 3 * π * t * (1 - t)
```

Write $w=\sqrt{1+x^2}$. On this path the control law becomes $u\cos\theta = v\sin\theta$. Together with $uv = \theta'/w$, it gives

$$u^2 = \frac{\theta'\sin\theta}{w\cos\theta} .$$

```lean
/-- The control `u = √(θ' sin θ / (√(1 + x²) cos θ))` for the mixing angle `θ`. -/
def optU (x t : ℝ) : ℝ :=
  √(mixRate t * Real.sin (mixAngle t) / (√(1 + x ^ 2) * Real.cos (mixAngle t)))
```

The other control follows in the same way:

$$v^2 = \frac{\theta'\cos\theta}{w\sin\theta} .$$

```lean
/-- The control `v = √(θ' cos θ / (√(1 + x²) sin θ))` for the mixing angle `θ`. -/
def optV (x t : ℝ) : ℝ :=
  √(mixRate t * Real.cos (mixAngle t) / (√(1 + x ^ 2) * Real.sin (mixAngle t)))
```

The equations of motion need only three products:

$$u^2\cos\theta = \frac{\theta'}{w}\sin\theta, \qquad v^2\sin\theta = \frac{\theta'}{w}\cos\theta, \qquad uv = \frac{\theta'}{w}.$$

For $0<t<1$ the identity $1 - t^2(3-2t) = (1-t)^2(1+2t)$ shows that $0<\theta<\pi/2$, so sine and cosine are positive and the roots can be squared and multiplied. At the two ends $\theta'=0$ and both controls are zero, under Lean's convention that division by zero gives zero, so the products hold there too.

```lean
private lemma control_products (x : ℝ) {t : ℝ} (ht : t ∈ Icc (0 : ℝ) 1) :
    optU x t ^ 2 * Real.cos (mixAngle t) = mixRate t / √(1 + x ^ 2) * Real.sin (mixAngle t) ∧
    optV x t ^ 2 * Real.sin (mixAngle t) = mixRate t / √(1 + x ^ 2) * Real.cos (mixAngle t) ∧
    optU x t * optV x t = mixRate t / √(1 + x ^ 2) := by
  have hw : 0 < √(1 + x ^ 2) := Real.sqrt_pos.mpr (by positivity)
  rcases eq_or_lt_of_le ht.1 with h | h0
  · have hq : mixRate t = 0 := by simp [mixRate, ← h]
    simp [optU, optV, hq]
  rcases eq_or_lt_of_le ht.2 with h | h1
  · have hq : mixRate t = 0 := by simp [mixRate, h]
    simp [optU, optV, hq]
  have h1' : 0 < 1 - t := by linarith
  have hq : 0 < mixRate t := by unfold mixRate; positivity
  have hy0 : 0 < t ^ 2 * (3 - 2 * t) := mul_pos (by positivity) (by linarith)
  have hy1 : t ^ 2 * (3 - 2 * t) < 1 := by
    have : 0 < (1 - t) ^ 2 * (1 + 2 * t) := by positivity
    linarith [show (1 - t) ^ 2 * (1 + 2 * t) = 1 - t ^ 2 * (3 - 2 * t) by ring]
  have ha0 : 0 < mixAngle t := mul_pos (by positivity) hy0
  have ha1 : mixAngle t < π / 2 := mul_lt_of_lt_one_right (by positivity) hy1
  have hS : 0 < Real.sin (mixAngle t) :=
    Real.sin_pos_of_pos_of_lt_pi ha0 (by linarith [Real.pi_pos])
  have hC : 0 < Real.cos (mixAngle t) :=
    Real.cos_pos_of_mem_Ioo ⟨by linarith [Real.pi_pos], ha1⟩
  unfold optU optV
  refine ⟨?_, ?_, ?_⟩
  · rw [Real.sq_sqrt (by positivity)]
    field_simp
  · rw [Real.sq_sqrt (by positivity)]
    field_simp
  · rw [← Real.sqrt_mul (by positivity), ← Real.sqrt_sq (div_pos hq hw).le]
    congr 1
    field_simp
```

With $x+\eta = w$, the right-hand side of the first equation is

$$-xu^2\cos\theta - uv\,\eta\sin\theta = -\frac{\theta'}{w}(x+\eta)\sin\theta = -\theta'\sin\theta = r' .$$

For the second, $1-x\eta = \eta^2+x\eta = \eta w$, so

$$uv\cos\theta - xv^2\eta\sin\theta = \frac{\theta'}{w}(1-x\eta)\cos\theta = \eta\,\theta'\cos\theta = s' .$$

The two closing `linear_combination` steps are these two lines. The theorem also records the end points: $(r,s)$ goes from $(1,0)$ to $(0,\eta)$. These controls are not fractions between $0$ and $1$: near $t=0$, $v^2$ grows like $2/(wt)$, and near $t=1$, $u^2$ grows like $2/(w(1-t))$. For $x>0$ the growth of $v$ is what makes equality compatible with the strict inequality for bounded $v$.

```lean
/-- The controls `optU` and `optV` drive `r = cos θ`, `s = η sin θ` from `(1, 0)` to `(0, η)`
in unit time, where `η = √(1 + x²) - x`. -/
theorem transfer_bound_attained (x : ℝ) :
    IsTransfer x 1 (optU x) (optV x) (fun t => Real.cos (mixAngle t))
      (fun t => efficiency x * Real.sin (mixAngle t)) ∧
    Real.cos (mixAngle 0) = 1 ∧ efficiency x * Real.sin (mixAngle 0) = 0 ∧
    Real.cos (mixAngle 1) = 0 ∧ efficiency x * Real.sin (mixAngle 1) = efficiency x := by
  have a0 : mixAngle 0 = 0 := by unfold mixAngle; ring
  have a1 : mixAngle 1 = π / 2 := by unfold mixAngle; ring
  refine ⟨fun t ht => ?_, by simp [a0], by simp [a0], by simp [a1], by simp [a1]⟩
  have hθ : HasDerivAt mixAngle (mixRate t) t := by
    have h := ((hasDerivAt_sq (hasDerivAt_id' t)).fun_mul
      (((hasDerivAt_id' t).const_mul 2).const_sub 3)).const_mul (π / 2)
    exact h.congr_deriv (by simp only [mixRate]; ring)
  obtain ⟨hA, hB, hD⟩ := control_products x ht
  have hw : √(1 + x ^ 2) ^ 2 = 1 + x ^ 2 := Real.sq_sqrt (by positivity)
  have hk : mixRate t / √(1 + x ^ 2) * √(1 + x ^ 2) = mixRate t :=
    div_mul_cancel₀ _ (Real.sqrt_pos.mpr (by positivity)).ne'
  -- both equations reduce to the products of the controls computed above
  constructor
  · refine hθ.cos.congr_deriv ?_
    simp only [efficiency]
    linear_combination x * hA + (√(1 + x ^ 2) - x) * Real.sin (mixAngle t) * hD
      + Real.sin (mixAngle t) * hk
  · refine (hθ.sin.const_mul (efficiency x)).congr_deriv ?_
    simp only [efficiency]
    linear_combination (-Real.cos (mixAngle t)) * hD + x * (√(1 + x ^ 2) - x) * hB
      - (√(1 + x ^ 2) - x) * Real.cos (mixAngle t) * hk
      + mixRate t / √(1 + x ^ 2) * Real.cos (mixAngle t) * hw

end

end RelaxationOptimizedTransfer
```

```lean
#print axioms RelaxationOptimizedTransfer.transfer_bound_strict
#print axioms RelaxationOptimizedTransfer.transfer_bound_attained
```

```
'RelaxationOptimizedTransfer.transfer_bound_strict' depends on axioms: [propext, Classical.choice, Quot.sound]
'RelaxationOptimizedTransfer.transfer_bound_attained' depends on axioms: [propext, Classical.choice, Quot.sound]
```
